# For orthonormal orbitals, the density-matrix distance and the best-aligned orbital distance agree within a factor √2

Let the columns of the complex n × k matrices C and B hold two sets of k occupied orbitals, each set orthonormal, expanded in n orthonormal basis functions. Their density matrices are P = CCᴴ and Q = BBᴴ, with occupation one per orbital. Rotating the occupied orbitals among themselves changes C but not P, so a large change in coefficients need not mean a large change of state. With ‖·‖ the Frobenius norm, orthonormal columns give

‖P − Q‖ ≤ √2 ‖B − CU‖ for every unitary U,

‖B − CU‖ ≤ ‖P − Q‖ for some unitary U.

For single determinants in a finite basis, this converts a bound on the density change between SCF steps into one on suitably rotated orbitals, and back.

In Lean, `n` and `k` are finite types labelling basis functions and orbitals; the number k is `Fintype.card k`.

```lean
import Mathlib

open Matrix

namespace GrassmannDistance

noncomputable section

variable {n k : Type*} [Fintype n] [Fintype k]

/-- The Frobenius norm: the root of the sum of the squared moduli of all entries. -/
def frob {m l : Type*} [Fintype m] [Fintype l] (A : Matrix m l ℂ) : ℝ :=
  Real.sqrt (∑ i, ∑ j, ‖A i j‖ ^ 2)

/-- The matrix `C Cᴴ`. If the columns of `C` are orthonormal orbitals, each with occupation one, it
is their one-particle density matrix. -/
def density (C : Matrix n k ℂ) : Matrix n n ℂ := C * Cᴴ

/-- The `i`-th column of a coefficient matrix, as a vector of the Hilbert space. -/
def orbital (C : Matrix n k ℂ) (i : k) : EuclideanSpace ℂ n :=
  WithLp.toLp 2 (fun a => C a i)
```

Two identities connect norms, traces and overlaps:

‖A‖² = tr(AᴴA), (CᴴB)ᵢⱼ = ⟨cᵢ, bⱼ⟩,

where cᵢ and bⱼ are columns of C and B. In particular, (CᴴC)ᵢᵢ = ‖cᵢ‖².

```lean
/-- The squared Frobenius norm of `A` is the trace of `Aᴴ A`. -/
theorem frob_sq {m l : Type*} [Fintype m] [Fintype l] (A : Matrix m l ℂ) :
    frob A ^ 2 = (Aᴴ * A).trace.re := by
  rw [frob, Real.sq_sqrt (by positivity), Finset.sum_comm]
  simp only [Matrix.trace, Matrix.diag_apply, Matrix.mul_apply, conjTranspose_apply,
    Complex.re_sum]
  refine Finset.sum_congr rfl fun j _ => Finset.sum_congr rfl fun i _ => ?_
  rw [Complex.sq_norm, Complex.normSq_apply]
  simp [Complex.mul_re]

omit [Fintype k] in
/-- The entries of `Cᴴ B` are the overlaps of the orbitals of `C` with those of `B`. -/
theorem inner_orbital (C B : Matrix n k ℂ) (i j : k) :
    inner ℂ (orbital C i) (orbital B j) = (Cᴴ * B) i j := by
  simp [orbital, PiLp.inner_apply, Matrix.mul_apply, mul_comm]

omit [Fintype k] in
/-- The diagonal entries of `Cᴴ C` are the squared norms of the orbitals. -/
theorem gram_diag_re (C : Matrix n k ℂ) (i : k) :
    ((Cᴴ * C) i i).re = ‖orbital C i‖ ^ 2 := by
  rw [← inner_orbital]
  exact inner_self_eq_norm_sq (𝕜 := ℂ) (orbital C i)
```

## Overlaps no larger than one: MᴴM + XᴴX = 1

Put M = CᴴB and X = B − CM, the part of B outside the span of C. The condition says that the two parts of B together carry its full norm. It follows from orthonormality:

XᴴX = BᴴB − MᴴM − MᴴM + MᴴM = 1 − MᴴM.

By hand, diagonalise MᴴM = V diag(d) Vᴴ. The columns mᵢ of MV are then orthogonal. With xᵢ the columns of XV, ‖mᵢ‖² + ‖xᵢ‖² = 1, so σᵢ = ‖mᵢ‖ ≤ 1. Choose an orthonormal basis wᵢ with ⟨wᵢ, mᵢ⟩ = σᵢ, collect it in W, and set U = WVᴴ. Then

Re tr(UᴴM) = Re tr(WᴴMV) = Σᵢ σᵢ ≥ Σᵢ σᵢ² = ‖M‖².

The basis wᵢ comes from `exists_aligned_basis`. Some mᵢ may vanish, when a direction in the span of B is orthogonal to all of C, and cannot be normalised. Mathlib's `exists_orthonormalBasis_extension_of_card_eq` handles this: given a family indexed by `k` that is orthonormal on a subset `s`, and as many labels as dimensions, it returns an orthonormal basis that agrees with the family on `s`, label by label. Here `s` holds the labels of the non-zero vectors. At the other labels any basis vector will do, since both sides of the overlap equation are zero.

```lean
/-- For mutually orthogonal vectors, as many as the dimension and possibly zero, there is an
orthonormal basis whose `i`-th member has overlap `‖u i‖` with the `i`-th vector. -/
theorem exists_aligned_basis (u : k → EuclideanSpace ℂ k)
    (hu : ∀ i j, i ≠ j → inner ℂ (u i) (u j) = 0) :
    ∃ b : OrthonormalBasis k ℂ (EuclideanSpace ℂ k),
      ∀ i, inner ℂ (b i) (u i) = (‖u i‖ : ℂ) := by
  -- normalise the non-zero vectors and complete them to a basis
  let s : Set k := {i | u i ≠ 0}
  have hv : Orthonormal ℂ (s.domRestrict fun i => ((‖u i‖⁻¹ : ℝ) : ℂ) • u i) := by
    constructor
    · rintro ⟨i, hi⟩
      have h0 : ‖u i‖ ≠ 0 := norm_ne_zero_iff.mpr hi
      show ‖((‖u i‖⁻¹ : ℝ) : ℂ) • u i‖ = 1
      rw [norm_smul, Complex.norm_real, norm_inv, norm_norm, inv_mul_cancel₀ h0]
    · rintro ⟨i, hi⟩ ⟨j, hj⟩ hij
      have h0 : i ≠ j := fun h => hij (Subtype.ext h)
      show inner ℂ (((‖u i‖⁻¹ : ℝ) : ℂ) • u i) (((‖u j‖⁻¹ : ℝ) : ℂ) • u j) = 0
      rw [inner_smul_left, inner_smul_right, hu i j h0, mul_zero, mul_zero]
  obtain ⟨b, hb⟩ := hv.exists_orthonormalBasis_extension_of_card_eq (by simp)
  refine ⟨b, fun i => ?_⟩
  by_cases h : u i = 0
  · simp [h]
  · have hbi : b i = ((‖u i‖⁻¹ : ℝ) : ℂ) • u i := hb i h
    have hn : inner ℂ (u i) (u i) = (‖u i‖ : ℂ) ^ 2 :=
      inner_self_eq_norm_sq_to_K (𝕜 := ℂ) (u i)
    have h0 : (‖u i‖ : ℂ) ≠ 0 := by exact_mod_cast norm_ne_zero_iff.mpr h
    rw [hbi, inner_smul_left, hn, Complex.conj_ofReal, Complex.ofReal_inv, pow_two,
      ← mul_assoc, inv_mul_cancel₀ h0, one_mul]
```

In `exists_aligning_unitary`, `hD` gives the orthogonality, `hle` the bound σᵢ ≤ 1, and the last `nlinarith` gives σᵢ² ≤ σᵢ. If singular values above one were allowed, the conclusion could fail: for the 1 × 1 matrix M = 2, Re tr(UᴴM) is at most 2, while ‖M‖² = 4.

```lean
variable [DecidableEq k]

/-- If `Mᴴ M + Xᴴ X = 1`, some unitary `U` makes the real part of the trace of `Uᴴ M` at least
the squared Frobenius norm of `M`. -/
theorem exists_aligning_unitary (M : Matrix k k ℂ) (X : Matrix n k ℂ)
    (h : Mᴴ * M + Xᴴ * X = 1) :
    ∃ U ∈ unitaryGroup k ℂ, frob M ^ 2 ≤ (Uᴴ * M).trace.re := by
  -- diagonalise `Mᴴ M`
  obtain ⟨V, hVm, d, hd⟩ : ∃ V ∈ unitaryGroup k ℂ, ∃ d : k → ℂ,
      Mᴴ * M = V * diagonal d * Vᴴ := by
    have H : (Mᴴ * M).IsHermitian := isHermitian_conjTranspose_mul_self M
    refine ⟨H.eigenvectorUnitary, H.eigenvectorUnitary.2, fun i => (H.eigenvalues i : ℂ), ?_⟩
    have hs := H.spectral_theorem
    rw [Unitary.conjStarAlgAut_apply] at hs
    exact hs
  have hV : Vᴴ * V = 1 := mem_unitaryGroup_iff'.mp hVm
  have hV' : V * Vᴴ = 1 := mem_unitaryGroup_iff.mp hVm
  have hD : (M * V)ᴴ * (M * V) = diagonal d := by
    calc (M * V)ᴴ * (M * V) = Vᴴ * (Mᴴ * M) * V := by
          simp only [conjTranspose_mul, Matrix.mul_assoc]
      _ = (Vᴴ * V) * diagonal d * (Vᴴ * V) := by rw [hd]; simp only [Matrix.mul_assoc]
      _ = diagonal d := by rw [hV, Matrix.one_mul, Matrix.mul_one]
  -- the columns of `M V` are orthogonal and no longer than one
  obtain ⟨b, hb⟩ := exists_aligned_basis (orbital (M * V)) (fun i j hij => by
    rw [inner_orbital, hD, diagonal_apply_ne _ hij])
  have hX : (M * V)ᴴ * (M * V) + (X * V)ᴴ * (X * V) = 1 := by
    calc _ = Vᴴ * (Mᴴ * M + Xᴴ * X) * V := by
          simp only [conjTranspose_mul, Matrix.mul_add, Matrix.add_mul, Matrix.mul_assoc]
      _ = 1 := by rw [h, Matrix.mul_one, hV]
  have hle : ∀ i, ‖orbital (M * V) i‖ ≤ 1 := fun i => by
    have e := congrArg Complex.re (congrFun (congrFun hX i) i)
    rw [Matrix.add_apply, Complex.add_re, gram_diag_re, gram_diag_re, one_apply_eq,
      Complex.one_re] at e
    nlinarith [sq_nonneg ‖orbital (X * V) i‖, norm_nonneg (orbital (M * V) i)]
  -- the aligned basis, as a unitary matrix
  let W : Matrix k k ℂ := Matrix.of fun a i => (b i).ofLp a
  have hWb : ∀ i, orbital W i = b i := fun i => rfl
  have hW : Wᴴ * W = 1 := by
    ext i j
    rw [← inner_orbital, hWb, hWb, orthonormal_iff_ite.mp b.orthonormal i j, Matrix.one_apply]
  refine ⟨W * Vᴴ, mem_unitaryGroup_iff'.mpr ?_, ?_⟩
  · show (W * Vᴴ)ᴴ * (W * Vᴴ) = 1
    rw [conjTranspose_mul, conjTranspose_conjTranspose, Matrix.mul_assoc,
      ← Matrix.mul_assoc Wᴴ, hW, Matrix.one_mul, hV']
  · have ht : ((W * Vᴴ)ᴴ * M).trace = (Wᴴ * (M * V)).trace := by
      rw [conjTranspose_mul, conjTranspose_conjTranspose, Matrix.mul_assoc,
        Matrix.trace_mul_comm, Matrix.mul_assoc]
    have hf : (Mᴴ * M).trace = ((M * V)ᴴ * (M * V)).trace := by
      rw [conjTranspose_mul, Matrix.mul_assoc, Matrix.trace_mul_comm Vᴴ]
      simp only [Matrix.mul_assoc]
      rw [hV', Matrix.mul_one]
    rw [frob_sq, hf, ht, Matrix.trace, Matrix.trace, Complex.re_sum, Complex.re_sum]
    refine Finset.sum_le_sum fun i _ => ?_
    rw [diag_apply, diag_apply, gram_diag_re, ← inner_orbital, hWb, hb, Complex.ofReal_re]
    nlinarith [hle i, norm_nonneg (orbital (M * V) i)]
```

## Unitary U: rotations among occupied orbitals

Membership in `unitaryGroup k ℂ` gives UᴴU = UUᴴ = 1, hence

(CU)ᴴ(CU) = UᴴU = 1, (CU)(CU)ᴴ = CUUᴴCᴴ = P.

`rotated_orbitals` proves both, so the distance formulas below also apply to CU. For k ≥ 1, the non-unitary choice U = 2·1 would turn P into 4P.

```lean
/-- A unitary rotation among orthonormal orbitals keeps them orthonormal and leaves the density
matrix unchanged. -/
theorem rotated_orbitals {C : Matrix n k ℂ} {U : Matrix k k ℂ} (hC : Cᴴ * C = 1)
    (hU : U ∈ unitaryGroup k ℂ) :
    (C * U)ᴴ * (C * U) = 1 ∧ density (C * U) = density C := by
  have h1 : Uᴴ * U = 1 := mem_unitaryGroup_iff'.mp hU
  have h2 : U * Uᴴ = 1 := mem_unitaryGroup_iff.mp hU
  constructor
  · rw [conjTranspose_mul, Matrix.mul_assoc, ← Matrix.mul_assoc Cᴴ, hC, Matrix.one_mul, h1]
  · rw [density, density, conjTranspose_mul, Matrix.mul_assoc, ← Matrix.mul_assoc U, h2,
      Matrix.one_mul]
```

## Orthonormal columns: CᴴC = 1 and BᴴB = 1

The hypotheses `hC` and `hB` say that each set consists of k orthonormal orbitals. For a non-orthogonal atomic basis, the coefficients must first be transformed to an orthonormal one; that step is left to the user.

Orthonormality gives tr P² = tr Q² = k, and cyclicity gives tr(PQ) = ‖CᴴB‖². Therefore

‖P − Q‖² = 2k − 2‖CᴴB‖².

```lean
/-- For two sets of `k` orthonormal orbitals, the squared distance of the density matrices is
`2k` minus twice the squared Frobenius norm of the overlap matrix. -/
theorem density_dist_sq {C B : Matrix n k ℂ} (hC : Cᴴ * C = 1) (hB : Bᴴ * B = 1) :
    frob (density C - density B) ^ 2 = 2 * (Fintype.card k : ℝ) - 2 * frob (Cᴴ * B) ^ 2 := by
  have hP : ∀ D : Matrix n k ℂ, Dᴴ * D = 1 →
      (D * Dᴴ * (D * Dᴴ)).trace = (Fintype.card k : ℂ) := fun D hD => by
    rw [Matrix.mul_assoc, ← Matrix.mul_assoc Dᴴ, hD, Matrix.one_mul, Matrix.trace_mul_comm,
      hD, Matrix.trace_one]
  have hPQ : (C * Cᴴ * (B * Bᴴ)).trace = ((Cᴴ * B)ᴴ * (Cᴴ * B)).trace := by
    rw [conjTranspose_mul, conjTranspose_conjTranspose, ← Matrix.mul_assoc (C * Cᴴ),
      Matrix.trace_mul_comm (C * Cᴴ * B)]
    simp only [Matrix.mul_assoc]
  have hs : (C * Cᴴ - B * Bᴴ)ᴴ = C * Cᴴ - B * Bᴴ := by
    simp only [conjTranspose_sub, conjTranspose_mul, conjTranspose_conjTranspose]
  rw [frob_sq, frob_sq, density, density, hs, Matrix.sub_mul, Matrix.mul_sub, Matrix.mul_sub,
    Matrix.trace_sub, Matrix.trace_sub, Matrix.trace_sub, hP C hC, hP B hB,
    Matrix.trace_mul_comm (B * Bᴴ) (C * Cᴴ), hPQ]
  simp only [Complex.sub_re, Complex.natCast_re]
  ring
```

Expanding the orbital difference similarly gives

‖B − C‖² = 2k − 2 Re tr(CᴴB).

```lean
/-- For two sets of `k` orthonormal orbitals, the squared distance of the coefficient matrices
is `2k` minus twice the real part of the trace of the overlap matrix. -/
theorem orbital_dist_sq {C B : Matrix n k ℂ} (hC : Cᴴ * C = 1) (hB : Bᴴ * B = 1) :
    frob (B - C) ^ 2 = 2 * (Fintype.card k : ℝ) - 2 * (Cᴴ * B).trace.re := by
  have h : (Bᴴ * C).trace = star (Cᴴ * B).trace := by
    rw [← Matrix.trace_conjTranspose, conjTranspose_mul, conjTranspose_conjTranspose]
  rw [frob_sq, conjTranspose_sub, Matrix.sub_mul, Matrix.mul_sub, Matrix.mul_sub, hB, hC,
    Matrix.trace_sub, Matrix.trace_sub, Matrix.trace_sub, h, Matrix.trace_one]
  simp only [Complex.sub_re, Complex.natCast_re, Complex.star_def, Complex.conj_re]
  ring
```

For the first bound, replace C by CU and write N = (CU)ᴴB:

2‖B − CU‖² − ‖P − Q‖² = 2(k − 2 Re tr N + ‖N‖²) = 2‖N − 1‖² ≥ 0.

For the second, take the U constructed from M:

‖P − Q‖² − ‖B − CU‖² = 2(Re tr(UᴴM) − ‖M‖²) ≥ 0.

The main theorem follows these two lines. Its local `hM` first expands ‖N − 1‖², and later `hX` supplies the condition on M and X. Both parts end by comparing squares of non-negative numbers.

Normalisation of C matters for the first bound: with n = k = 1, C = 2, B = 1 and U = 1, the left side is 3 and the right side √2. If neither set is normalised, the second can fail: C = 0.1 and B = 0.2 give ‖P − Q‖ = 0.03, but ‖B − CU‖ ≥ 0.1.

```lean
/-- For orthonormal orbitals `C` and `B`, the density matrices are at most `√2` times as far
apart as `B` and `C U`, for every unitary `U`; and some unitary `U` brings `C U` at least as
close to `B` as the density matrices are to each other. -/
theorem density_orbital_distance_equivalence {C B : Matrix n k ℂ}
    (hC : Cᴴ * C = 1) (hB : Bᴴ * B = 1) :
    (∀ U ∈ unitaryGroup k ℂ,
      frob (density C - density B) ≤ Real.sqrt 2 * frob (B - C * U)) ∧
    ∃ U ∈ unitaryGroup k ℂ, frob (B - C * U) ≤ frob (density C - density B) := by
  have hP0 : 0 ≤ frob (density C - density B) := Real.sqrt_nonneg _
  have hU0 : ∀ U : Matrix k k ℂ, 0 ≤ frob (B - C * U) := fun U => Real.sqrt_nonneg _
  constructor
  · intro U hU
    obtain ⟨h1, h2⟩ := rotated_orbitals hC hU
    have hd := density_dist_sq h1 hB
    have ho := orbital_dist_sq h1 hB
    rw [h2] at hd
    -- the defect is the squared distance of the overlap matrix from the identity
    have hM : ∀ M : Matrix k k ℂ,
        frob (M - 1) ^ 2 = frob M ^ 2 - 2 * M.trace.re + (Fintype.card k : ℝ) := fun M => by
      rw [frob_sq, frob_sq, conjTranspose_sub, conjTranspose_one, Matrix.sub_mul,
        Matrix.mul_sub, Matrix.mul_one, Matrix.one_mul, Matrix.trace_sub, Matrix.trace_sub,
        Matrix.trace_sub, Matrix.trace_conjTranspose, Matrix.trace_one]
      simp only [Complex.sub_re, Complex.natCast_re, Complex.star_def, Complex.conj_re]
      ring
    refine (pow_le_pow_iff_left₀ hP0
      (mul_nonneg (Real.sqrt_nonneg 2) (hU0 U)) two_ne_zero).mp ?_
    rw [mul_pow, Real.sq_sqrt (by norm_num : (0 : ℝ) ≤ 2)]
    linarith [hM ((C * U)ᴴ * B), sq_nonneg (frob ((C * U)ᴴ * B - 1))]
  · -- the part of `B` outside the span of `C` shows that the overlap is a contraction
    obtain ⟨M, hM⟩ : ∃ M, M = Cᴴ * B := ⟨_, rfl⟩
    have hM' : Bᴴ * C = Mᴴ := by rw [hM, conjTranspose_mul, conjTranspose_conjTranspose]
    have hX : Mᴴ * M + (B - C * M)ᴴ * (B - C * M) = 1 := by
      have e : (B - C * M)ᴴ * (B - C * M)
          = Bᴴ * B - (Bᴴ * C) * M - Mᴴ * (Cᴴ * B) + Mᴴ * (Cᴴ * C) * M := by
        simp only [conjTranspose_sub, conjTranspose_mul, Matrix.sub_mul, Matrix.mul_sub,
          Matrix.mul_assoc]
        abel
      rw [e, hB, hC, hM', ← hM, Matrix.mul_one]
      abel
    obtain ⟨U, hU, hle⟩ := exists_aligning_unitary M (B - C * M) hX
    refine ⟨U, hU, (pow_le_pow_iff_left₀ (hU0 U) hP0 two_ne_zero).mp ?_⟩
    have ho := orbital_dist_sq (rotated_orbitals hC hU).1 hB
    have hd := density_dist_sq hC hB
    rw [conjTranspose_mul, Matrix.mul_assoc, ← hM] at ho
    rw [← hM] at hd
    linarith
```

## Mutually orthogonal occupied spaces: CᴴB = 0

Here every orbital of B is orthogonal to every orbital of C. Both overlap terms vanish, so

‖B − CU‖² = ‖P − Q‖² = 2k

for every unitary U. For k ≥ 1, the constant 1 in the second bound therefore cannot be lowered in general. The proof substitutes `hCB` into the two distance formulas. With non-zero overlap the equality can fail: for B = C, k ≥ 1 and U = −1, the orbital distance is 2√k and the density distance zero.

```lean
/-- If the orthonormal orbitals `B` are all orthogonal to the orthonormal orbitals `C`, then for
every unitary `U` the distance from `B` to `C U` equals that of the density matrices. -/
theorem distance_eq_of_orthogonal {C B : Matrix n k ℂ} (hC : Cᴴ * C = 1) (hB : Bᴴ * B = 1)
    (hCB : Cᴴ * B = 0) {U : Matrix k k ℂ} (hU : U ∈ unitaryGroup k ℂ) :
    frob (B - C * U) = frob (density C - density B) := by
  have ho := orbital_dist_sq (rotated_orbitals hC hU).1 hB
  have hd := density_dist_sq hC hB
  rw [conjTranspose_mul, Matrix.mul_assoc, hCB, Matrix.mul_zero, Matrix.trace_zero,
    Complex.zero_re] at ho
  rw [hCB, frob_sq (0 : Matrix k k ℂ), Matrix.mul_zero, Matrix.trace_zero,
    Complex.zero_re] at hd
  exact (sq_eq_sq₀ (Real.sqrt_nonneg _) (Real.sqrt_nonneg _)).mp (ho.trans hd.symm)

end

end GrassmannDistance
```

```lean
#print axioms GrassmannDistance.density_orbital_distance_equivalence
#print axioms GrassmannDistance.distance_eq_of_orthogonal
```

```
'GrassmannDistance.density_orbital_distance_equivalence' depends on axioms: [propext, Classical.choice, Quot.sound]
'GrassmannDistance.distance_eq_of_orthogonal' depends on axioms: [propext, Classical.choice, Quot.sound]
```
